# Parapositronium decays at mα⁵/2 at lowest order if the annihilation amplitude vanishes on the triplet and the spin average of σv is πα²/m²

Let m be the electron mass and α the fine-structure constant, both positive, in units with ħ = c = 1. Normalise the amplitude for an electron–positron pair to annihilate at rest so that its squared size is the cross section times the relative velocity, σv, in the limit of vanishing velocity. Suppose that this amplitude vanishes on the spin triplet, and that its squared size, averaged over the four product spin states, is πα²/m². Then, at lowest order, the normalised Coulomb ground state of positronium, in its spin singlet, annihilates at the rate

Γ = mα⁵/2.

The two conditions on the amplitude are inputs from quantum electrodynamics. The factor four between the spin average and the singlet is derived from the first of them. The density of the pair at contact is computed separately, by normalising the exponential ground-state density, and the two results are then multiplied.

## A contact density times a spin strength

Annihilation happens at separations of order 1/m, while positronium has a size of order 1/(mα). On the scale of the atom the process is therefore a contact process, and at lowest order the decay rate is a product:

Γ = (probability density at zero separation) × (annihilation strength of the spin state).

The strength is the cross section times the relative velocity, σv, in the limit of vanishing velocity. For unpolarised particles annihilating into two photons at tree level, this limit is πα²/m². It is finite because σ grows like 1/v.

An unpolarised beam is an equal mixture of four spin states, whereas parapositronium is in one of them, the singlet. The triplet S state is odd under charge conjugation and a two-photon state is even, so the triplet doesn't contribute. All the strength seen in the average comes from a quarter of the mixture, and the singlet is four times as strong as the average.

The same structure, a short-distance strength times a contact density, appears in computed positron lifetimes in matter; here it is worked out only for one isolated pair in its nonrelativistic Coulomb ground state.

## The factor four from the parallelogram law

Write e_ij for the product state with electron spin i and positron spin j, where i and j are 0 or 1. The singlet and the triplet state with zero spin projection are

s = (e₀₁ − e₁₀)/√2,  t = (e₀₁ + e₁₀)/√2,

and the other two triplet states are e₀₀ and e₁₁. Let M be the linear map that takes a spin state to its vector of final-state amplitudes, and let A be the spin average:

A = ¼ (‖M e₀₀‖² + ‖M e₀₁‖² + ‖M e₁₀‖² + ‖M e₁₁‖²).

Put x = M e₀₁ and y = M e₁₀. By linearity M s = (x − y)/√2 and M t = (x + y)/√2, so

‖M s‖² + ‖M t‖² = ½ (‖x − y‖² + ‖x + y‖²) = ‖x‖² + ‖y‖².

The last equality is the parallelogram law. Adding the two parallel-spin terms gives a sum rule that holds for every M:

4A = ‖M s‖² + ‖M e₀₀‖² + ‖M t‖² + ‖M e₁₁‖².

If M vanishes on the triplet, then ‖M s‖² = 4A. Conversely, if ‖M s‖² = 4A, the three triplet terms add up to zero. They are nonnegative, so each is zero, and M vanishes on the triplet.

## The density at contact

The reduced mass of the pair is m/2, so the ground-state wave function falls off as exp(−mαr/2) with the separation r, and the density is N exp(−mαr). The constant N is its value at r = 0. With k = mα and the substitution u = kr,

∫₀^∞ r² exp(−kr) dr = k⁻³ ∫₀^∞ u² exp(−u) du = Γ(3)/k³ = 2/k³,

where Γ(3) is the Gamma function at 3. Unit total probability in three dimensions then reads

1 = 4πN · 2/(mα)³ = 8πN/(mα)³,

which holds exactly when N = (mα)³/(8π).

## The product, in both directions

With A = πα²/m² the singlet strength is 4πα²/m², and the normalised density gives

N · 4πα²/m² = (m³α³/(8π)) · (4πα²/m²) = mα⁵/2.

Since 4πα²/m² is not zero, the step can be reversed: if the product equals mα⁵/2, then N must be (mα)³/(8π), and the density is normalised. The positivity of α matters here. At α = 0 both sides of the rate equation vanish for every N, but a constant density is normalised for none.

## What the Lean statement says

The final theorem, `parapositronium_rate`, takes a map `M`, positive reals `m` and `α`, and any real `N`. It assumes `KillsTriplet M` and `spinAverage M = π * α ^ 2 / m ^ 2`. It concludes that `IsNormalised N m α` holds if and only if the contact density times the singlet strength is mα⁵/2.

- `SpinPair` is the space of complex functions on pairs of spin labels, which is ℂ² ⊗ ℂ² written in the product basis. `ket i j` is e_ij.
- `singlet` and `tripletZero` are s and t, including the factor 1/√2.
- `M` is a complex-linear map from `SpinPair` to an arbitrary complex inner-product space `V`. Physically, a vector in `V` lists the amplitudes for all photon directions and polarisations, and its squared norm sums over them. Flux and phase-space factors are absorbed into `M`, so that squared norms are values of σv.
- `KillsTriplet` requires `M` to vanish on the three triplet basis states, hence by linearity on the whole triplet.
- `groundDensity N m α r` is N exp(−mαr), and `IsNormalised` is the three-dimensional normalisation with the angular factor 4π already carried out.

The value πα²/m² stands for the threshold limit of the unpolarised σv for two-photon annihilation at tree level, and `KillsTriplet` for the charge-conjugation selection rule. Both are assumed; no Feynman diagram is evaluated. The exponential density is likewise given and not obtained from a Schrödinger equation, and the product form of the rate is written into the conclusion. Radiative corrections, relativistic corrections to the wave function and the three-photon decay of the triplet lie beyond this model.

## The complete file

```lean
import Mathlib

open Real MeasureTheory Set

namespace ParapositroniumDecay

noncomputable section

/-- Spin states of an electron and a positron, as amplitudes in the product basis. -/
abbrev SpinPair := Fin 2 × Fin 2 → ℂ

/-- The product state with electron spin `i` and positron spin `j`. -/
def ket (i j : Fin 2) : SpinPair := Pi.single (i, j) 1

/-- The normalised spin singlet. -/
def singlet : SpinPair := ((1 / √2 : ℝ) : ℂ) • (ket 0 1 - ket 1 0)

/-- The normalised triplet state with zero spin projection. -/
def tripletZero : SpinPair := ((1 / √2 : ℝ) : ℂ) • (ket 0 1 + ket 1 0)

variable {V : Type*} [NormedAddCommGroup V] [InnerProductSpace ℂ V]

/-- The average of the squared amplitude over the four product spin states. -/
def spinAverage (M : SpinPair →ₗ[ℂ] V) : ℝ :=
  (1 / 4) * ∑ i, ∑ j, ‖M (ket i j)‖ ^ 2

/-- The amplitude vanishes on all three triplet states. -/
def KillsTriplet (M : SpinPair →ₗ[ℂ] V) : Prop :=
  M (ket 0 0) = 0 ∧ M tripletZero = 0 ∧ M (ket 1 1) = 0

/-- The density `N exp(-m α r)` at electron-positron separation `r`. -/
def groundDensity (N m α r : ℝ) : ℝ := N * exp (-(m * α * r))

/-- The density integrates to one over three-dimensional space. -/
def IsNormalised (N m α : ℝ) : Prop :=
  4 * π * ∫ r in Ioi (0 : ℝ), r ^ 2 * groundDensity N m α r = 1

/-- Four times the spin average of the squared amplitude is the singlet strength plus
the strengths of the three triplet states. -/
theorem spin_sum_rule (M : SpinPair →ₗ[ℂ] V) :
    4 * spinAverage M = ‖M singlet‖ ^ 2 +
      (‖M (ket 0 0)‖ ^ 2 + ‖M tripletZero‖ ^ 2 + ‖M (ket 1 1)‖ ^ 2) := by
  have hc : ‖((1 / √2 : ℝ) : ℂ)‖ ^ 2 = 1 / 2 := by
    rw [Complex.norm_real, Real.norm_eq_abs, sq_abs, div_pow,
      Real.sq_sqrt (by norm_num)]
    norm_num
  have hs : ‖M singlet‖ ^ 2 = 1 / 2 * ‖M (ket 0 1) - M (ket 1 0)‖ ^ 2 := by
    rw [singlet, map_smul, map_sub, norm_smul, mul_pow, hc]
  have ht : ‖M tripletZero‖ ^ 2 = 1 / 2 * ‖M (ket 0 1) + M (ket 1 0)‖ ^ 2 := by
    rw [tripletZero, map_smul, map_add, norm_smul, mul_pow, hc]
  -- the two antiparallel states are recombined by the parallelogram law
  have P := parallelogram_law_with_norm ℂ (M (ket 0 1)) (M (ket 1 0))
  rw [hs, ht]
  simp only [spinAverage, Fin.sum_univ_two]
  linear_combination (-1 / 2) * P

/-- The singlet strength is four times the spin average exactly when the amplitude
vanishes on the triplet. -/
theorem singlet_eq_four_average_iff (M : SpinPair →ₗ[ℂ] V) :
    ‖M singlet‖ ^ 2 = 4 * spinAverage M ↔ KillsTriplet M := by
  rw [spin_sum_rule]
  constructor
  · intro h
    -- a sum of three squares vanishes only if each of them does
    have h1 := sq_nonneg ‖M (ket 0 0)‖
    have h2 := sq_nonneg ‖M tripletZero‖
    have h3 := sq_nonneg ‖M (ket 1 1)‖
    refine ⟨?_, ?_, ?_⟩
    · exact norm_eq_zero.1 ((pow_eq_zero_iff two_ne_zero).1 (by linarith))
    · exact norm_eq_zero.1 ((pow_eq_zero_iff two_ne_zero).1 (by linarith))
    · exact norm_eq_zero.1 ((pow_eq_zero_iff two_ne_zero).1 (by linarith))
  · rintro ⟨h1, h2, h3⟩
    rw [h1, h2, h3]
    simp

/-- The amplitude proportional to the singlet component, with strength set by `w`. -/
def singletAmplitude (w : ℝ) : SpinPair →ₗ[ℂ] ℂ :=
  ((√(2 * w) : ℝ) : ℂ) •
    ((LinearMap.proj (0, 1) : SpinPair →ₗ[ℂ] ℂ) - LinearMap.proj (1, 0))

/-- The amplitude `singletAmplitude w` vanishes on the triplet and its squared norm has spin average
`w`, for every `w ≥ 0`. -/
theorem singletAmplitude_witness {w : ℝ} (hw : 0 ≤ w) :
    KillsTriplet (singletAmplitude w) ∧ spinAverage (singletAmplitude w) = w := by
  have hv : ∀ v : SpinPair, singletAmplitude w v =
      ((√(2 * w) : ℝ) : ℂ) * (v (0, 1) - v (1, 0)) := fun _ => rfl
  have hn : ‖((√(2 * w) : ℝ) : ℂ)‖ ^ 2 = 2 * w := by
    rw [Complex.norm_real, Real.norm_eq_abs, sq_abs, Real.sq_sqrt (by positivity)]
  have e00 : singletAmplitude w (ket 0 0) = 0 := by
    rw [hv]; simp [ket]
  have e11 : singletAmplitude w (ket 1 1) = 0 := by
    rw [hv]; simp [ket]
  have e01 : singletAmplitude w (ket 0 1) = ((√(2 * w) : ℝ) : ℂ) := by
    rw [hv]; simp [ket]
  have e10 : singletAmplitude w (ket 1 0) = -((√(2 * w) : ℝ) : ℂ) := by
    rw [hv]; simp [ket]
  refine ⟨⟨e00, ?_, e11⟩, ?_⟩
  · rw [tripletZero, map_smul, map_add, e01, e10, add_neg_cancel, smul_zero]
  · simp only [spinAverage, Fin.sum_univ_two, e00, e01, e10, e11, norm_neg, norm_zero, hn]
    ring

/-- The radial integral of `r² exp(-k r)` over `r > 0` is `2 / k³` for `k > 0`. -/
theorem radial_integral {k : ℝ} (hk : 0 < k) :
    ∫ r in Ioi (0 : ℝ), r ^ 2 * exp (-(k * r)) = 2 / k ^ 3 := by
  have g : Real.Gamma 3 = 2 := by
    rw [show (3 : ℝ) = ((2 : ℕ) : ℝ) + 1 by norm_num, Real.Gamma_nat_eq_factorial]
    norm_num [Nat.factorial]
  have h := Real.integral_rpow_mul_exp_neg_mul_Ioi (a := 3) (r := k) (by norm_num) hk
  calc ∫ r in Ioi (0 : ℝ), r ^ 2 * exp (-(k * r))
      = ∫ r in Ioi (0 : ℝ), r ^ ((3 : ℝ) - 1) * exp (-(k * r)) := by
        congr 1
        funext r
        rw [show (3 : ℝ) - 1 = ((2 : ℕ) : ℝ) by norm_num, Real.rpow_natCast]
    _ = (1 / k) ^ (3 : ℝ) * Real.Gamma 3 := h
    _ = 2 / k ^ 3 := by
        rw [g, show (3 : ℝ) = ((3 : ℕ) : ℝ) by norm_num, Real.rpow_natCast]
        ring

/-- The density is normalised exactly when its value at contact is `(m α)³ / (8 π)`. -/
theorem isNormalised_iff {m α : ℝ} (hm : 0 < m) (hα : 0 < α) (N : ℝ) :
    IsNormalised N m α ↔ N = (m * α) ^ 3 / (8 * π) := by
  have h : ∫ r in Ioi (0 : ℝ), r ^ 2 * groundDensity N m α r
      = N * (2 / (m * α) ^ 3) := by
    rw [← radial_integral (mul_pos hm hα), ← integral_const_mul]
    congr 1
    funext r
    simp only [groundDensity]
    ring
  have hk : 0 < (m * α) ^ 3 := by positivity
  have e : 4 * π * (N * (2 / (m * α) ^ 3)) = N * (8 * π) / (m * α) ^ 3 := by ring
  unfold IsNormalised
  rw [h, e, div_eq_one_iff_eq hk.ne', eq_div_iff (by positivity)]

/-- Let the annihilation amplitude vanish on the triplet and let its squared norm have spin average
`π α² / m²`. Then the density is normalised exactly when the contact density times the singlet
strength is `m α⁵ / 2`. -/
theorem parapositronium_rate (M : SpinPair →ₗ[ℂ] V) (hM : KillsTriplet M)
    {m α : ℝ} (hm : 0 < m) (hα : 0 < α)
    (hσ : spinAverage M = π * α ^ 2 / m ^ 2) (N : ℝ) :
    IsNormalised N m α ↔
      groundDensity N m α 0 * ‖M singlet‖ ^ 2 = m * α ^ 5 / 2 := by
  have h0 : groundDensity N m α 0 = N := by simp [groundDensity]
  have hK : 4 * π * α ^ 2 / m ^ 2 ≠ 0 := by positivity
  -- the rate misses its value in proportion to the error in the contact density
  have key : N * (4 * (π * α ^ 2 / m ^ 2)) - m * α ^ 5 / 2
      = 4 * π * α ^ 2 / m ^ 2 * (N - (m * α) ^ 3 / (8 * π)) := by
    have hπ : π ≠ 0 := Real.pi_ne_zero
    field_simp
    ring
  rw [isNormalised_iff hm hα, h0, (singlet_eq_four_average_iff M).2 hM, hσ]
  constructor
  · intro h
    rw [← sub_eq_zero, key, h, sub_self, mul_zero]
  · intro h
    rw [← sub_eq_zero, key] at h
    exact sub_eq_zero.1 ((mul_eq_zero.1 h).resolve_left hK)

end

end ParapositroniumDecay
```

```lean
#print axioms ParapositroniumDecay.parapositronium_rate
-- 'ParapositroniumDecay.parapositronium_rate' depends on axioms: [propext, Classical.choice, Quot.sound]
```

## How the lemmas follow the derivation

`spin_sum_rule` is the sum rule for 4A. Its auxiliary facts `hs` and `ht` pull the factor 1/√2 out of M s and M t, where it becomes ½ after squaring. The parallelogram law then joins the two.

`singlet_eq_four_average_iff` rewrites 4A by the sum rule. In the forward direction, `linarith` gets each squared triplet norm equal to zero from the vanishing sum and the three nonnegativity facts, and a vector of zero norm is zero. In the other direction the three terms are replaced by zero.

`singletAmplitude_witness` supplies a concrete amplitude with a single final channel. It sends e₀₁ to √(2w), e₁₀ to −√(2w), and the two parallel states to zero. Its spin average is (2w + 2w)/4 = w and it vanishes on t, for any w ≥ 0. The choice w = πα²/m² therefore meets both conditions that the final theorem puts on `M`.

`radial_integral` specialises Mathlib's Gamma-function integral to the exponent 3 − 1. That integral is stated for real powers, so the proof converts between r² with a natural exponent and r² with a real one. `isNormalised_iff` takes N out of the integral, inserts 2/(mα)³ and solves for N.

In `parapositronium_rate`, the fact `key` is the identity

N · 4πα²/m² − mα⁵/2 = (4πα²/m²) · (N − (mα)³/(8π)).

It says that the error in the rate is proportional to the error in the contact density. Both directions of the equivalence can be read off it: if the right-hand bracket is zero, so is the left side, and if the left side is zero, the nonzero prefactor `hK` forces the bracket to vanish.

## The parallelogram law inside `linear_combination`

The sum rule rests on one Mathlib lemma, `parallelogram_law_with_norm`, applied to x = M e₀₁ and y = M e₁₀. It provides the equation `P`:

‖x + y‖² + ‖x − y‖² = 2 (‖x‖² + ‖y‖²).

After the rewriting, the goal contains the same four norms, together with those of M e₀₀ and M e₁₁. The line `linear_combination (-1 / 2) * P` claims that the difference between the two sides of the goal is −½ times the difference between the two sides of `P`. The tactic hands this claim to `ring`, which treats each norm as an unknown number and checks a polynomial identity. The geometry is all in `P`, and the rest is algebra.

This is also where the inner product on `V` is used. In a general normed space the parallelogram law fails, and the sum rule fails with it. The factor four for an M that vanishes on the triplet would survive, since M t = 0 already gives y = −x, but its converse would not. For final states the assumption is the usual one: probabilities are sums of squared moduli.

## Getting the singlet rate from a spin-summed matrix element

A tree-level code commonly loops over the spins of the incoming particles, sums the squared amplitudes and divides by four. Taken at threshold, with the flux and phase-space factors included, that output corresponds to A. For parapositronium the division by four has to be undone, and the resulting strength multiplied by the contact density.

The singlet can also be projected out before squaring. For each final state f, let M_ij(f) be the amplitude from e_ij, with both spins referred to the same axis (helicities in the centre-of-mass frame refer to opposite axes). One forms

M_s(f) = (M₀₁(f) − M₁₀(f))/√2

and then sums |M_s(f)|² over f with the same flux and phase-space factors. By the sum rule, the amount by which this falls short of 4A is the total triplet strength, so at threshold the two numbers should agree to rounding for two-photon annihilation. One possible cause of a discrepancy is the phase convention of the positron spinors: if one of them carries an extra minus sign, the combination written above is the triplet state t and not the singlet.

To obtain a rate in inverse seconds, the factors of ħ and c are restored:

Γ = α⁵ m c² / (2ħ).

The mean lifetime is 1/Γ.
